# A stencil with nodes in $[-h,h]$ that gives the first derivative at $0$ exactly to odd degree $n$ has worst-case noise gain at least $n/h$

## Does a higher-order force formula amplify energy errors?

I compute the force on an atom by displacing it along one coordinate and differencing the total energies. Each energy carries a small error from incomplete self-consistency, and I can't displace the atom by more than $h$ without leaving the region I trust. A higher-order stencil can reduce the truncation error, but its weights seem to grow.

I believe there is a floor: if the stencil differentiates all polynomials up to an odd degree $n$ exactly at the centre, its absolute weights sum to at least $n/h$, wherever the nodes lie in the window. Can this be made rigorous and machine-checked?

## The Chebyshev polynomial as a test signal

Yes. Let the nodes be $a_j\in[-h,h]$ with $h>0$, and let the real weights $w_j$ satisfy

$$\sum_j w_j\,p(a_j)=p'(0)\qquad\text{for every real polynomial } p \text{ with } \deg p\le n,\ n\text{ odd}.$$

The idea is to feed the stencil a polynomial that stays small on the window but is steep at its centre. The Chebyshev polynomials, defined by $T_0=1$, $T_1=x$ and $T_{m+2}=2xT_{m+1}-T_m$, provide one. The recursion gives $\deg T_n\le n$, and $T_n(\cos\theta)=\cos n\theta$ gives $|T_n|\le1$ on $[-1,1]$.

For the slope at the centre, set $x=0$ in the recursion: $T_{2k+2}(0)=-T_{2k}(0)$, so $T_{2k}(0)=(-1)^k$. Differentiating the recursion at $0$ gives $T'_{m+2}(0)=2T_{m+1}(0)-T'_m(0)$. Starting from $T'_1(0)=1$, induction yields $T'_{2k+1}(0)=(-1)^k(2k+1)$, because

$$T'_{2k+3}(0)=2(-1)^{k+1}-(-1)^k(2k+1)=(-1)^{k+1}(2k+3).$$

Now take $p(x)=T_n(x/h)$. Exactness and the chain rule give $\bigl|\sum_j w_jT_n(a_j/h)\bigr|=|T_n'(0)|/h=n/h$. Since $|a_j/h|\le1$, the triangle inequality finishes the argument:

$$\frac nh\le\sum_j|w_j|\,|T_n(a_j/h)|\le\sum_j|w_j|.$$

The sum on the right is the worst-case noise gain. If every datum may be wrong by up to $\varepsilon\ge0$, choose errors $e_j=\pm\varepsilon$ with the signs of the weights. The computed derivative then shifts by $\varepsilon\sum_j|w_j|\ge\varepsilon n/h$, whatever the data are.

If the bound is attained, no term may lose anything in the last inequality, so $|T_n(a_j/h)|=1$ wherever $w_j\ne0$. Writing $a_j=h\cos\theta$, we get $|\cos n\theta|=1$, hence $\sin n\theta=0$ and $\theta=m\pi/n$ for an integer $m$. For $n=3$ these points are $\pm h/2$ and $\pm h$, the nodes of the familiar five-point formula, whose central weight is zero. Its weights at $-h,-h/2,h/2,h$ are $\frac1{6h},-\frac4{3h},\frac4{3h},-\frac1{6h}$, with absolute sum $3/h$.

## How the stencil is expressed in Lean

The finite type `ι` labels the samples, and `a` and `w` assign each label its node and weight. Nodes may coincide or lie on one side of the origin. `IsDerivStencil n a w` is the exactness condition above, `noiseGain w` is $\sum_j|w_j|$, and `cheb n` is Mathlib's $T_n$ with a natural-number index. The window is the hypothesis `∀ j, |a j| ≤ h`.

The main theorem, `noiseGain_ge`, says that under these hypotheses, with `Odd n` and `0 < h`, one has `n / h ≤ noiseGain w`. `exists_bad_noise` supplies the harmful errors for any data `y`, and `nodes_of_noiseGain_eq` locates the nodes in the case of equality. `fivePoint_witness` shows that the five-point stencil lies in the window, is exact through degree four and has gain $3/h$, so the bound is attained for $n=3$.

The model has one coordinate and evaluates the derivative at the centre of the window. It treats errors in the sampled values only: truncation error for non-polynomial functions and rounding in the weighted sum are absent. The comparison between orders is at fixed $h$, not at fixed grid spacing, where the window widens with the order.

```lean
import Mathlib

open Polynomial

namespace StencilNoiseAmplification

noncomputable section

variable {ι : Type*} [Fintype ι]

/-- The stencil with nodes `a` and weights `w` returns the exact first derivative at the origin
for every real polynomial of degree at most `n`. -/
def IsDerivStencil (n : ℕ) (a w : ι → ℝ) : Prop :=
  ∀ p : ℝ[X], p.natDegree ≤ n → ∑ j, w j * p.eval (a j) = (derivative p).eval 0

/-- The noise amplification of a stencil: the sum of the absolute values of its weights. -/
def noiseGain (w : ι → ℝ) : ℝ := ∑ j, |w j|

/-- The Chebyshev polynomial of the first kind of degree index `n`. -/
def cheb (n : ℕ) : ℝ[X] := Polynomial.Chebyshev.T ℝ (n : ℤ)

/-- The three-term recursion of the Chebyshev polynomials. -/
theorem cheb_rec (n : ℕ) : cheb (n + 2) = 2 * X * cheb (n + 1) - cheb n := by
  have h := Polynomial.Chebyshev.T_add_two ℝ (n : ℤ)
  unfold cheb
  push_cast
  exact h

/-- The Chebyshev polynomial with index `n` has degree at most `n`. -/
theorem cheb_natDegree_le (n : ℕ) : (cheb n).natDegree ≤ n := by
  have key : (cheb n).natDegree ≤ n ∧ (cheb (n + 1)).natDegree ≤ n + 1 := by
    induction n with
    | zero => constructor <;> simp [cheb]
    | succ n ih =>
      refine ⟨ih.2, ?_⟩
      show (cheb (n + 2)).natDegree ≤ n + 2
      rw [cheb_rec]
      have h1 := ih.1
      have h2 := ih.2
      have h3 : (2 * X : ℝ[X]).natDegree ≤ 1 := by compute_degree
      have h4 := natDegree_mul_le (p := (2 * X : ℝ[X])) (q := cheb (n + 1))
      exact (natDegree_sub_le _ _).trans (max_le (by omega) (by omega))
  exact key.1

/-- On the interval `[-1, 1]` the Chebyshev polynomials are bounded by one in absolute value. -/
theorem cheb_abs_le (n : ℕ) {x : ℝ} (hx : |x| ≤ 1) : |(cheb n).eval x| ≤ 1 := by
  have hc := Real.cos_arccos (abs_le.1 hx).1 (abs_le.1 hx).2
  rw [← hc, cheb, Polynomial.Chebyshev.T_real_cos]
  exact Real.abs_cos_le_one _

/-- At the origin, even Chebyshev polynomials have value `(-1)^k` and odd ones have
slope `(-1)^k (2k+1)`. -/
theorem cheb_center (k : ℕ) : (cheb (2 * k)).eval 0 = (-1) ^ k ∧
    (derivative (cheb (2 * k + 1))).eval 0 = (-1) ^ k * (2 * (k : ℝ) + 1) := by
  induction k with
  | zero => constructor <;> simp [cheb]
  | succ k ih =>
    have e0 : (cheb (2 * (k + 1))).eval 0 = (-1) ^ (k + 1) := by
      rw [show 2 * (k + 1) = 2 * k + 2 by ring, cheb_rec]
      simp only [eval_sub, eval_mul, eval_X, mul_zero, zero_mul, ih.1]
      ring
    -- differentiate the recursion at the origin
    have hd : ∀ P Q : ℝ[X], (derivative (2 * X * P - Q)).eval 0
        = 2 * P.eval 0 - (derivative Q).eval 0 := by
      intro P Q
      simp [derivative_mul]
    refine ⟨e0, ?_⟩
    rw [show 2 * (k + 1) + 1 = (2 * k + 1) + 2 by ring, cheb_rec, hd,
      show 2 * k + 1 + 1 = 2 * (k + 1) by ring, e0, ih.2]
    push_cast
    ring

/-- Applied to the Chebyshev polynomial stretched to `[-h, h]`, a derivative stencil exact to
odd degree `n` responds with absolute value exactly `n / h`. -/
theorem chebyshev_response {n : ℕ} (hn : Odd n) {h : ℝ} (hh : 0 < h) {a w : ι → ℝ}
    (hs : IsDerivStencil n a w) :
    |∑ j, w j * (cheb n).eval (a j / h)| = n / h := by
  obtain ⟨k, rfl⟩ := hn
  have ht := hs ((cheb (2 * k + 1)).comp (C h⁻¹ * X)) (by
    rw [natDegree_comp, natDegree_C_mul_X _ (inv_ne_zero hh.ne'), mul_one]
    exact cheb_natDegree_le _)
  have hd : (derivative ((cheb (2 * k + 1)).comp (C h⁻¹ * X))).eval 0
      = h⁻¹ * ((-1) ^ k * (2 * (k : ℝ) + 1)) := by
    simp only [derivative_comp, derivative_C_mul, derivative_X, mul_one, eval_mul, eval_comp,
      eval_C, eval_X, mul_zero, (cheb_center k).2]
  have he : ∀ j, ((cheb (2 * k + 1)).comp (C h⁻¹ * X)).eval (a j)
      = (cheb (2 * k + 1)).eval (a j / h) := by
    intro j
    simp only [eval_comp, eval_mul, eval_C, eval_X]
    rw [div_eq_inv_mul]
  rw [hd] at ht
  simp only [he] at ht
  rw [ht, abs_mul, abs_mul, abs_pow, abs_neg, abs_one, one_pow, one_mul,
    abs_of_pos (inv_pos.2 hh), abs_of_pos (by positivity : (0 : ℝ) < 2 * (k : ℝ) + 1)]
  push_cast
  ring

/-- A node in `[-h, h]` contributes at most its absolute weight to the Chebyshev response. -/
theorem response_term_le (n : ℕ) {h : ℝ} (hh : 0 < h) {x : ℝ} (hx : |x| ≤ h) (c : ℝ) :
    |c * (cheb n).eval (x / h)| ≤ |c| := by
  have h1 : |x / h| ≤ 1 := by
    rw [abs_div, abs_of_pos hh]
    exact (div_le_one hh).2 hx
  rw [abs_mul]
  exact mul_le_of_le_one_right (abs_nonneg c) (cheb_abs_le n h1)

/-- A first-derivative stencil with nodes in `[-h, h]` that is exact for all polynomials of
degree at most an odd `n` has noise amplification at least `n / h`. -/
theorem noiseGain_ge {n : ℕ} (hn : Odd n) {h : ℝ} (hh : 0 < h) {a w : ι → ℝ}
    (ha : ∀ j, |a j| ≤ h) (hs : IsDerivStencil n a w) : n / h ≤ noiseGain w := by
  rw [← chebyshev_response hn hh hs]
  exact (Finset.abs_sum_le_sum_abs _ _).trans
    (Finset.sum_le_sum fun j _ => response_term_le n hh (ha j) (w j))

/-- For a stencil as in `noiseGain_ge`, any `ε ≥ 0` and any sampled data `y`, there are errors of
size at most `ε` that shift the computed derivative by at least `ε n / h`. -/
theorem exists_bad_noise {n : ℕ} (hn : Odd n) {h : ℝ} (hh : 0 < h) {a w : ι → ℝ}
    (ha : ∀ j, |a j| ≤ h) (hs : IsDerivStencil n a w) {ε : ℝ} (hε : 0 ≤ ε) (y : ι → ℝ) :
    ∃ e : ι → ℝ, (∀ j, |e j| ≤ ε) ∧
      ε * (n / h) ≤ |∑ j, w j * (y j + e j) - ∑ j, w j * y j| := by
  -- the errors conspire with the signs of the weights
  refine ⟨fun j => if 0 ≤ w j then ε else -ε, fun j => ?_, ?_⟩
  · dsimp only
    split_ifs
    · rw [abs_of_nonneg hε]
    · rw [abs_neg, abs_of_nonneg hε]
  · have hsum : ∑ j, w j * (y j + if 0 ≤ w j then ε else -ε) - ∑ j, w j * y j
        = ε * noiseGain w := by
      rw [noiseGain, Finset.mul_sum, ← Finset.sum_sub_distrib]
      refine Finset.sum_congr rfl fun j _ => ?_
      split_ifs with hw
      · rw [abs_of_nonneg hw]; ring
      · rw [abs_of_neg (not_le.1 hw)]; ring
    rw [hsum]
    exact (mul_le_mul_of_nonneg_left (noiseGain_ge hn hh ha hs) hε).trans (le_abs_self _)

/-- If a stencil as in `noiseGain_ge` has noise amplification equal to `n / h`, every node with
nonzero weight sits at a point `h cos (m π / n)` with `m` an integer. -/
theorem nodes_of_noiseGain_eq {n : ℕ} (hn : Odd n) {h : ℝ} (hh : 0 < h) {a w : ι → ℝ}
    (ha : ∀ j, |a j| ≤ h) (hs : IsDerivStencil n a w) (heq : noiseGain w = n / h)
    {j : ι} (hw : w j ≠ 0) : ∃ m : ℤ, a j = h * Real.cos (m * Real.pi / n) := by
  have hx : |a j / h| ≤ 1 := by
    rw [abs_div, abs_of_pos hh]
    exact (div_le_one hh).2 (ha j)
  -- a node with nonzero weight and `|T_n| < 1` would make the summed termwise bound strict
  have h1 : |(cheb n).eval (a j / h)| = 1 := by
    by_contra hne
    have hl := lt_of_le_of_ne (cheb_abs_le n hx) hne
    have hlt : ∑ i, |w i * (cheb n).eval (a i / h)| < ∑ i, |w i| :=
      Finset.sum_lt_sum (fun i _ => response_term_le n hh (ha i) (w i))
        ⟨j, Finset.mem_univ j, by
          rw [abs_mul]
          exact mul_lt_of_lt_one_right (abs_pos.2 hw) hl⟩
    have hle : |∑ i, w i * (cheb n).eval (a i / h)|
        ≤ ∑ i, |w i * (cheb n).eval (a i / h)| := Finset.abs_sum_le_sum_abs _ _
    rw [chebyshev_response hn hh hs] at hle
    unfold noiseGain at heq
    linarith
  have hc := Real.cos_arccos (abs_le.1 hx).1 (abs_le.1 hx).2
  rw [← hc, cheb, Polynomial.Chebyshev.T_real_cos, Int.cast_natCast] at h1
  have hcos : Real.cos (n * Real.arccos (a j / h)) ^ 2 = 1 := by
    rw [← sq_abs, h1, one_pow]
  have hsin : Real.sin (n * Real.arccos (a j / h)) = 0 := by
    have h2 := Real.sin_sq_add_cos_sq (n * Real.arccos (a j / h))
    exact (pow_eq_zero_iff two_ne_zero).1 (by linarith)
  obtain ⟨m, hm⟩ := Real.sin_eq_zero_iff.1 hsin
  have hn0 : (n : ℝ) ≠ 0 := Nat.cast_ne_zero.2 hn.pos.ne'
  have hh0 : h ≠ 0 := hh.ne'
  refine ⟨m, ?_⟩
  rw [hm, mul_div_cancel_left₀ _ hn0, hc]
  field_simp

/-- The nodes `-h, -h/2, h/2, h` of the central five-point stencil (the centre has weight zero). -/
def fivePointNodes (h : ℝ) : Fin 4 → ℝ := ![-h, -(h / 2), h / 2, h]

/-- The weights of the central five-point first-derivative stencil with spacing `h/2`. -/
def fivePointWeights (h : ℝ) : Fin 4 → ℝ :=
  ![1 / (6 * h), -(4 / (3 * h)), 4 / (3 * h), -(1 / (6 * h))]

/-- The central five-point stencil has its nodes in `[-h, h]`, is exact through degree four, and
has noise amplification `3 / h`, the lower bound for `n = 3`. -/
theorem fivePoint_witness {h : ℝ} (hh : 0 < h) :
    (∀ j, |fivePointNodes h j| ≤ h) ∧
      IsDerivStencil 4 (fivePointNodes h) (fivePointWeights h) ∧
      noiseGain (fivePointWeights h) = 3 / h := by
  have hh0 : h ≠ 0 := hh.ne'
  refine ⟨fun j => ?_, fun p hp => ?_, ?_⟩
  · rw [abs_le]
    fin_cases j <;> constructor <;> simp [fivePointNodes] <;> linarith
  · -- expand the polynomial in its five coefficients
    have e : ∀ x : ℝ, p.eval x = ∑ i ∈ Finset.range 5, p.coeff i * x ^ i :=
      fun x => eval_eq_sum_range' (by omega) x
    rw [← coeff_zero_eq_eval_zero, coeff_derivative, Fin.sum_univ_four]
    simp only [e]
    simp [Finset.sum_range_succ, fivePointNodes, fivePointWeights]
    field_simp
    ring
  · simp [noiseGain, Fin.sum_univ_four, fivePointWeights, abs_div, abs_mul, abs_of_pos hh]
    ring

end

end StencilNoiseAmplification
```

```lean
#print axioms StencilNoiseAmplification.noiseGain_ge
#print axioms StencilNoiseAmplification.exists_bad_noise
#print axioms StencilNoiseAmplification.nodes_of_noiseGain_eq
```

```
'StencilNoiseAmplification.noiseGain_ge' depends on axioms: [propext, Classical.choice, Quot.sound]
'StencilNoiseAmplification.exists_bad_noise' depends on axioms: [propext, Classical.choice, Quot.sound]
'StencilNoiseAmplification.nodes_of_noiseGain_eq' depends on axioms: [propext, Classical.choice, Quot.sound]
```

## How the proof follows the calculation

`cheb_rec` is the recursion. `cheb_natDegree_le` proves the degree bound for two consecutive indices at once, since the recursion looks two steps back. `cheb_abs_le` writes $x$ as the cosine of its arccosine, and `cheb_center` carries the central values and slopes through a single induction.

`chebyshev_response` composes $T_n$ with $h^{-1}x$, applies the exactness hypothesis and evaluates the derivative by the chain rule. `response_term_le` bounds each term by $|w_j|$, and `noiseGain_ge` adds these bounds after `Finset.abs_sum_le_sum_abs`, the triangle inequality.

In `exists_bad_noise`, the `if` expression chooses the sign of each error. `nodes_of_noiseGain_eq` argues by contradiction: one node with nonzero weight and $|T_n|<1$ would make the sum strictly smaller, by `Finset.sum_lt_sum`. It then solves $\sin n\theta=0$. For the five-point stencil, the proof expands $p$ in its five coefficients and checks the resulting identity with `field_simp` and `ring`.

## Force errors in practice, and random noise

If the energy errors are bounded by $\varepsilon$ and may have either sign, the worst-case noise contribution to a finite-difference force is $\varepsilon$ times the absolute sum of the weights. A self-consistency tolerance on the change between iterations is not by itself such a bound, and if all errors are known to be upward, as for variational energies, the worst case is half as large, because the weights sum to zero. With errors up to $10^{-6}$ hartree and $h=0.02$ bohr, the five-point stencil allows $3\varepsilon/h=1.5\times10^{-4}$ hartree/bohr. The two-point central difference with nodes $\pm h$ allows a third of that, but has a larger truncation error for small enough $h$ when the fifth derivative is continuous and the third derivative at the centre is nonzero.

The noise could also be modelled as independent random errors of standard deviation $\sigma$. The force error then has standard deviation $\sigma\bigl(\sum_j w_j^2\bigr)^{1/2}$, and for $N$ nodes the Cauchy–Schwarz inequality turns the bound into $\sigma n/(h\sqrt N)$. In that model additional samples can average the noise down; against worst-case errors, the floor $\varepsilon n/h$ is independent of $N$.
